# Current correlations under a positive definite collision matrix: one set of relaxation rates and weights in time and frequency

The theorem `correlation_modes` concerns a finite, real, positive definite collision matrix L and two arbitrary real current vectors a and b. It states that there are positive rates rᵢ and real weights wᵢ, independent of time and frequency, such that the correlation function a·exp(−tL)b equals Σ wᵢ exp(−rᵢt) for every real t. With the same rates and weights, the matrix elements of L(L² + ω²)⁻¹ and (L² + ω²)⁻¹ between a and b are Σ wᵢrᵢ/(rᵢ² + ω²) and Σ wᵢ/(rᵢ² + ω²) for every real ω. The proof takes a diagonalisation of L from `normal_modes`, writes each of the three matrices as a diagonal matrix in the mode basis, and reads off its matrix element as a sum over modes.

The failing Lean file:

```lean
import Mathlib

open Matrix MeasureTheory Filter NormedSpace Topology

namespace FiniteGreenKubo

noncomputable section

variable {n : Type*} [Fintype n] [DecidableEq n]

/-- The correlation function `⟨a, exp(-tL) b⟩` of two currents relaxing under the
collision matrix `L`. -/
def correlation (L : Matrix n n ℝ) (a b : n → ℝ) (t : ℝ) : ℝ :=
  a ⬝ᵥ (NormedSpace.exp ((-t) • L) *ᵥ b)

/-- The matrix `(L² + ω²)⁻¹` at angular frequency `ω`. -/
def lorentzian (L : Matrix n n ℝ) (ω : ℝ) : Matrix n n ℝ :=
  (L ^ 2 + ω ^ 2 • (1 : Matrix n n ℝ))⁻¹

/-- A positive definite collision matrix is diagonal in a basis of modes with positive
relaxation rates, and `L² + ω²` is inverted mode by mode. -/
theorem normal_modes {L : Matrix n n ℝ} (hL : L.PosDef) :
    ∃ (U V : Matrix n n ℝ) (r : n → ℝ), (∀ i, 0 < r i) ∧ U * V = 1 ∧ V * U = 1 ∧
      L = U * Matrix.diagonal r * V ∧
      ∀ ω : ℝ, (L ^ 2 + ω ^ 2 • (1 : Matrix n n ℝ)) *
        (U * Matrix.diagonal (fun i => 1 / (r i ^ 2 + ω ^ 2)) * V) = 1 := by
  obtain ⟨U, V, r, hr, hUV, hVU, hd⟩ : ∃ (U V : Matrix n n ℝ) (r : n → ℝ),
      (∀ i, 0 < r i) ∧ U * V = 1 ∧ V * U = 1 ∧ L = U * Matrix.diagonal r * V := by
    have h := hL.isHermitian.spectral_theorem
    rw [Unitary.conjStarAlgAut_apply] at h
    exact ⟨(hL.isHermitian.eigenvectorUnitary : Matrix n n ℝ),
      star (hL.isHermitian.eigenvectorUnitary : Matrix n n ℝ),
      hL.isHermitian.eigenvalues, hL.eigenvalues_pos,
      Matrix.mem_unitaryGroup_iff.mp hL.isHermitian.eigenvectorUnitary.2,
      Matrix.mem_unitaryGroup_iff'.mp hL.isHermitian.eigenvectorUnitary.2, h⟩
  refine ⟨U, V, r, hr, hUV, hVU, hd, fun ω => ?_⟩
  -- matrices that are diagonal in the mode basis multiply entrywise
  have hmul : ∀ f g : n → ℝ, (U * Matrix.diagonal f * V) * (U * Matrix.diagonal g * V)
      = U * Matrix.diagonal (fun i => f i * g i) * V := by
    intro f g
    calc _ = U * Matrix.diagonal f * (V * U) * Matrix.diagonal g * V := by
          simp only [Matrix.mul_assoc]
      _ = _ := by
          rw [hVU, Matrix.mul_one, Matrix.mul_assoc U, Matrix.diagonal_mul_diagonal]
  have hsum : Matrix.diagonal (fun i => r i * r i + ω ^ 2)
      = Matrix.diagonal (fun i => r i * r i) + ω ^ 2 • (1 : Matrix n n ℝ) := by
    ext i k
    by_cases h : i = k
    · subst h
      simp
    · simp [h]
  have hsq : L ^ 2 + ω ^ 2 • (1 : Matrix n n ℝ)
      = U * Matrix.diagonal (fun i => r i * r i + ω ^ 2) * V := by
    rw [hsum, Matrix.mul_add, Matrix.add_mul, ← hmul, ← hd, pow_two L, Matrix.mul_smul,
      Matrix.smul_mul, Matrix.mul_one, hUV]
  have hone : (fun i => (r i * r i + ω ^ 2) * (1 / (r i ^ 2 + ω ^ 2))) = fun _ => (1 : ℝ) := by
    funext i
    have hi := hr i
    have hne : r i ^ 2 + ω ^ 2 ≠ 0 := by positivity
    rw [← pow_two, mul_one_div, div_self hne]
  rw [hsq, hmul, hone, Matrix.diagonal_one, Matrix.mul_one, hUV]

/-- The correlation function is a finite sum of decaying exponentials, and the matrix elements
of `L(L² + ω²)⁻¹` and `(L² + ω²)⁻¹` are sums over the same modes with the same weights. -/
theorem correlation_modes {L : Matrix n n ℝ} (hL : L.PosDef) (a b : n → ℝ) :
    ∃ r w : n → ℝ, (∀ i, 0 < r i) ∧
      (∀ t, correlation L a b t = ∑ i, w i * Real.exp (-r i * t)) ∧
      ∀ ω, a ⬝ᵥ ((L * lorentzian L ω) *ᵥ b) = ∑ i, w i * (r i / (r i ^ 2 + ω ^ 2)) ∧
        a ⬝ᵥ (lorentzian L ω *ᵥ b) = ∑ i, w i * (1 / (r i ^ 2 + ω ^ 2)) := by
  obtain ⟨U, V, r, hr, hUV, hVU, hd, hinv⟩ := normal_modes hL
  have hel : ∀ f : n → ℝ, a ⬝ᵥ ((U * Matrix.diagonal f * V) *ᵥ b)
      = ∑ i, ((a ᵥ* U) i * (V *ᵥ b) i) * f i := by
    intro f
    rw [← Matrix.mulVec_mulVec, ← Matrix.mulVec_mulVec, Matrix.dotProduct_mulVec]
    simp only [dotProduct, Matrix.mulVec_diagonal]
    exact Finset.sum_congr rfl fun i _ => by ring
  refine ⟨r, fun i => (a ᵥ* U) i * (V *ᵥ b) i, hr, fun t => ?_, fun ω => ?_⟩
  · -- the propagator is diagonal in the mode basis
    have hV : U⁻¹ = V := Matrix.inv_eq_right_inv hUV
    have hU : IsUnit U := ⟨⟨U, V, hUV, hVU⟩, rfl⟩
    have hs : Matrix.diagonal (fun i => -r i * t) = (-t) • Matrix.diagonal r := by
      rw [← Matrix.diagonal_smul]
      congr 1
      funext i
      simp only [Pi.smul_apply, smul_eq_mul]
      ring
    have ht : (-t) • L = U * Matrix.diagonal (fun i => -r i * t) * U⁻¹ := by
      rw [hs, hV, Matrix.mul_smul, Matrix.smul_mul, ← hd]
    have he : NormedSpace.exp (fun i => -r i * t) = fun i => Real.exp (-r i * t) := by
      funext i
      rw [Pi.exp_apply, Real.exp_eq_exp_ℝ]
    rw [correlation, ht, Matrix.exp_conj _ _ hU, Matrix.exp_diagonal, hV, he, hel]
  · have hR : lorentzian L ω
        = U * Matrix.diagonal (fun i => 1 / (r i ^ 2 + ω ^ 2)) * V :=
      Matrix.inv_eq_right_inv (hinv ω)
    have hLR : L * lorentzian L ω
        = U * Matrix.diagonal (fun i => r i / (r i ^ 2 + ω ^ 2)) * V := by
      calc L * lorentzian L ω = U * Matrix.diagonal r * (V * U) *
            Matrix.diagonal (fun i => 1 / (r i ^ 2 + ω ^ 2)) * V := by
            rw [hR]
            nth_rewrite 1 [hd]
            simp only [Matrix.mul_assoc]
        _ = _ := by
            rw [hVU, Matrix.mul_one, Matrix.mul_assoc U, Matrix.diagonal_mul_diagonal]
            simp only [mul_one_div]
    exact ⟨by rw [hLR, hel], by rw [hR, hel]⟩

end

end FiniteGreenKubo
```

The compiler's answer:

```
Main.lean:91:10: error(lean.unknownIdentifier): Unknown identifier `Pi.exp_apply`
```

Diagnosis. The message says that Lean knows no `Pi.exp_apply` at this point in the file. The name was meant to supply a step in `he`: the exponential of a function on the mode indices, evaluated at `i`, is the exponential of the function's value at `i`. Without it the `rw` fails.

The repair keeps the other rewrite, `Real.exp_eq_exp_ℝ`, which turns the real exponential on the right-hand side into `NormedSpace.exp`. What remains is the missing step itself, and `NormedSpace.map_exp` proves it, since it says that a continuous ring homomorphism commutes with the exponential. Here the homomorphism is evaluation at `i`, given by `Pi.evalRingHom`, and `continuous_apply i` supplies its continuity. The added comment only describes this step.

The change, after which it compiles:

```diff
@@ -89,5 +89,8 @@
     have he : NormedSpace.exp (fun i => -r i * t) = fun i => Real.exp (-r i * t) := by
       funext i
-      rw [Pi.exp_apply, Real.exp_eq_exp_ℝ]
+      rw [Real.exp_eq_exp_ℝ]
+      -- evaluation at an index commutes with the exponential
+      exact NormedSpace.map_exp (Pi.evalRingHom (fun _ : n => ℝ) i) (continuous_apply i)
+        (fun i => -r i * t)
     rw [correlation, ht, Matrix.exp_conj _ _ hU, Matrix.exp_diagonal, hV, he, hel]
   · have hR : lorentzian L ω
```
